# Brillouin's condition for a two-electron determinant on a finite grid

When the energy of a Hartree–Fock determinant is stationary under every rotation of an occupied into a virtual spin orbital, the Hamiltonian elements between that determinant and its single excitations vanish. For two electrons in real orbitals on a finite grid, these notes derive the identity behind this fact: each such element is an occupied–virtual element of the Fock matrix, and it vanishes exactly when the energy is stationary under the corresponding orbital rotation.

## Two electrons on a grid

Orbitals are real functions on a finite set $X$ of grid points, which may carry a spin label. Write $S_{pq}=\sum_x p(x)q(x)$ for overlaps, $h_{pq}$ for elements of the one-electron matrix $h$, and

$$(pq|rs)=\sum_{x,y}p(x)q(x)\,v(x,y)\,r(y)s(y)$$

for the integrals of the pair interaction $v$. The Hamiltonian $H$ is the sum of $h$ acting on the first electron, $h$ acting on the second, and multiplication by $v(x,y)$. The determinant is $D(p,q)=(pq-qp)/\sqrt2$, where $pq$ denotes the product $p(x)q(y)$.

## From products to the single excitation

Between simple products,

$$\langle pq|H|rs\rangle=h_{pr}S_{qs}+S_{pr}h_{qs}+(pr|qs).$$

Antisymmetrising gives four such terms with a factor $\tfrac12$. Since $v$ is symmetric, $(pq|rs)=(rs|pq)$, so the terms are equal in pairs:

$$\begin{aligned}\langle D(p,q)|H|D(r,s)\rangle={}&h_{pr}S_{qs}+S_{pr}h_{qs}-h_{ps}S_{qr}-S_{ps}h_{qr}\\&+(pr|qs)-(ps|qr).\end{aligned}$$

Now set $p=i$, $q=s=j$, $r=a$, with $S_{jj}=1$ and $S_{ij}=S_{ia}=S_{ja}=0$:

$$M:=\langle D(i,j)|H|D(a,j)\rangle=h_{ia}+(ia|jj)-(ij|ja).$$

The Fock matrix $F$ of the reference sums Coulomb minus exchange over both occupied orbitals:

$$F_{ia}=h_{ia}+(ia|ii)-(ii|ia)+(ia|jj)-(ij|ja).$$

The self-interaction terms of $i$ cancel by the symmetry of $v$, so $M=F_{ia}$.

## Rotating an occupied orbital

Let $i_\theta=\cos\theta\,i+\sin\theta\,a$ and $E(\theta)=\langle D(i_\theta,j)|H|D(i_\theta,j)\rangle$. The determinant is linear in its first orbital, so for symmetric $h$

$$E(\theta)=\cos^2\theta\,E(0)+2\sin\theta\cos\theta\,M+\sin^2\theta\,E_a,$$

where $E_a=\langle D(a,j)|H|D(a,j)\rangle$. Hence $E'(0)=2M=2F_{ia}$, which is zero exactly when $F_{ia}=0$. If $i$ and $a$ are also normalised, $D(i_\theta,j)$ has norm one for every $\theta$.

## Without orthogonality of i and a

Take three grid points with unit vectors $e_1,e_2,e_3$, and let $v=0$, $h=\mathrm{diag}(0,1,0)$, $i=e_1$, $j=e_2$, $a=(e_1+e_3)/\sqrt2$. Only $S_{ia}=0$ fails. Then $F_{ia}=h_{ia}=0$, but $M=S_{ia}h_{jj}=1/\sqrt2$ and the slope is $\sqrt2$: the mixing changes the norm of the determinant. The code does not contain this example.

## The statement in Lean

Orbitals have type `X → ℝ`, `⬝ᵥ` is the plain grid sum (on a weighted grid, the orbital values include the square roots of the weights, and `h` is the matrix that acts on these scaled values), and `eri v p q r s` is $(pq|rs)$. In `brillouin_condition`, `hh` says that the real one-electron operator is Hermitian, and `hv` that the interaction does not depend on how the electrons are labelled. The final `0 0` in `HasDerivAt` means slope zero at angle zero: a stationary point, not necessarily a minimum.

Of the three orbitals only `j` must be normalised; `energy` is an expectation value in a normalised state when `i` and `a` are too. The theorem treats one rotation of a two-electron determinant, whereas Brillouin's theorem in its usual form concerns any number of electrons and all occupied–virtual pairs.

```lean
import Mathlib

open Matrix
open scoped Kronecker

namespace BrillouinCondition

noncomputable section

variable {X : Type*} [Fintype X] [DecidableEq X]

/-- The simple product `p(x) q(y)` of two orbitals on the grid. -/
def orbitalProduct (p q : X → ℝ) : X × X → ℝ := fun z => p z.1 * q z.2

/-- The two-electron Slater determinant `(p(x) q(y) - q(x) p(y)) / √2`. -/
def slater (p q : X → ℝ) : X × X → ℝ :=
  (Real.sqrt 2)⁻¹ • (orbitalProduct p q - orbitalProduct q p)

/-- The two-electron Hamiltonian: `h` acts on each electron, and the pair interaction `v(x,y)`
acts by multiplication. -/
def hamiltonian (h v : Matrix X X ℝ) : Matrix (X × X) (X × X) ℝ :=
  h ⊗ₖ (1 : Matrix X X ℝ) + (1 : Matrix X X ℝ) ⊗ₖ h + diagonal (fun z => v z.1 z.2)

/-- The two-electron integral `(pq|rs)` in charge-density order. -/
def eri (v : Matrix X X ℝ) (p q r s : X → ℝ) : ℝ :=
  ∑ x, ∑ y, p x * q x * v x y * r y * s y

/-- The Coulomb operator of an orbital `k`: multiplication by the potential of its density. -/
def coulomb (v : Matrix X X ℝ) (k : X → ℝ) : Matrix X X ℝ :=
  diagonal (fun x => ∑ y, v x y * (k y * k y))

/-- The exchange operator of an orbital `k`, with kernel `k(x) v(x,y) k(y)`. -/
def exchange (v : Matrix X X ℝ) (k : X → ℝ) : Matrix X X ℝ :=
  Matrix.of fun x y => k x * v x y * k y

/-- The Fock operator of the reference determinant with occupied orbitals `i` and `j`. -/
def fock (h v : Matrix X X ℝ) (i j : X → ℝ) : Matrix X X ℝ :=
  h + (coulomb v i - exchange v i) + (coulomb v j - exchange v j)

/-- The quadratic form `⟨D|H|D⟩` of the determinant `D` built from `p` and `q`. It is the energy
expectation value when `D` is normalised. -/
def energy (h v : Matrix X X ℝ) (p q : X → ℝ) : ℝ :=
  slater p q ⬝ᵥ hamiltonian h v *ᵥ slater p q

omit [DecidableEq X] in
/-- For a symmetric interaction the two charge densities in `(pq|rs)` may be exchanged. -/
theorem eri_swap {v : Matrix X X ℝ} (hv : v.IsSymm) (p q r s : X → ℝ) :
    eri v p q r s = eri v r s p q := by
  unfold eri
  rw [Finset.sum_comm]
  refine Finset.sum_congr rfl fun y _ => Finset.sum_congr rfl fun x _ => ?_
  rw [hv.apply x y]
  ring

omit [DecidableEq X] in
/-- The overlap of two simple products is the product of the orbital overlaps. -/
theorem product_overlap (p q r s : X → ℝ) :
    orbitalProduct p q ⬝ᵥ orbitalProduct r s = (p ⬝ᵥ r) * (q ⬝ᵥ s) := by
  simp only [dotProduct, Fintype.sum_prod_type, orbitalProduct, Finset.sum_mul_sum]
  refine Finset.sum_congr rfl fun x _ => Finset.sum_congr rfl fun y _ => ?_
  ring

/-- The Hamiltonian element between two simple products of orbitals. -/
theorem product_element (h v : Matrix X X ℝ) (p q r s : X → ℝ) :
    orbitalProduct p q ⬝ᵥ hamiltonian h v *ᵥ orbitalProduct r s =
      (p ⬝ᵥ h *ᵥ r) * (q ⬝ᵥ s) + (p ⬝ᵥ r) * (q ⬝ᵥ h *ᵥ s) + eri v p r q s := by
  -- a Kronecker product acts on each electron separately
  have hk (A B : Matrix X X ℝ) :
      (A ⊗ₖ B) *ᵥ orbitalProduct r s = orbitalProduct (A *ᵥ r) (B *ᵥ s) := by
    ext ⟨x, y⟩
    simp only [mulVec, dotProduct, Fintype.sum_prod_type, orbitalProduct,
      Matrix.kroneckerMap_apply, Finset.sum_mul_sum]
    refine Finset.sum_congr rfl fun x' _ => Finset.sum_congr rfl fun y' _ => ?_
    ring
  -- the interaction is diagonal on the grid
  have hd : orbitalProduct p q ⬝ᵥ
      (diagonal (fun z : X × X => v z.1 z.2) *ᵥ orbitalProduct r s) = eri v p r q s := by
    simp only [dotProduct, mulVec_diagonal, Fintype.sum_prod_type, orbitalProduct, eri]
    refine Finset.sum_congr rfl fun x _ => Finset.sum_congr rfl fun y _ => ?_
    ring
  simp only [hamiltonian, add_mulVec, hk, dotProduct_add, hd, product_overlap, one_mulVec]

private theorem half : (Real.sqrt 2)⁻¹ * (Real.sqrt 2)⁻¹ = 1 / 2 := by
  rw [← mul_inv, Real.mul_self_sqrt (by norm_num)]
  norm_num

omit [DecidableEq X] in
/-- The overlap of two determinants is the determinant of the orbital overlaps. -/
theorem slater_overlap (p q r s : X → ℝ) :
    slater p q ⬝ᵥ slater r s = (p ⬝ᵥ r) * (q ⬝ᵥ s) - (p ⬝ᵥ s) * (q ⬝ᵥ r) := by
  unfold slater
  rw [smul_dotProduct, dotProduct_smul, smul_smul, half, smul_eq_mul]
  simp only [sub_dotProduct, dotProduct_sub, product_overlap]
  ring

/-- The Hamiltonian element between determinants of arbitrary, possibly non-orthogonal orbitals,
for a symmetric interaction. -/
theorem slater_element (h : Matrix X X ℝ) {v : Matrix X X ℝ} (hv : v.IsSymm)
    (p q r s : X → ℝ) :
    slater p q ⬝ᵥ hamiltonian h v *ᵥ slater r s =
      (p ⬝ᵥ h *ᵥ r) * (q ⬝ᵥ s) + (p ⬝ᵥ r) * (q ⬝ᵥ h *ᵥ s)
        - (p ⬝ᵥ h *ᵥ s) * (q ⬝ᵥ r) - (p ⬝ᵥ s) * (q ⬝ᵥ h *ᵥ r)
        + eri v p r q s - eri v p s q r := by
  unfold slater
  rw [mulVec_smul, smul_dotProduct, dotProduct_smul, smul_smul, half, smul_eq_mul]
  simp only [mulVec_sub, sub_dotProduct, dotProduct_sub, product_element]
  rw [eri_swap hv q s p r, eri_swap hv q r p s]
  ring

/-- Slater-Condon rule for a single excitation `i → a`: for mutually orthogonal orbitals with `j`
normalised and a symmetric interaction, the element is `h_ia + (ia|jj) - (ij|ja)`. -/
theorem single_excitation (h : Matrix X X ℝ) {v : Matrix X X ℝ} (hv : v.IsSymm)
    {i j a : X → ℝ} (hjj : j ⬝ᵥ j = 1) (hij : i ⬝ᵥ j = 0) (hia : i ⬝ᵥ a = 0)
    (hja : j ⬝ᵥ a = 0) :
    slater i j ⬝ᵥ hamiltonian h v *ᵥ slater a j =
      i ⬝ᵥ h *ᵥ a + eri v i a j j - eri v i j j a := by
  rw [slater_element h hv, hjj, hij, hia, hja]
  ring

/-- For mutually orthogonal orbitals with `j` normalised and a symmetric interaction, the
Hamiltonian element between the reference `(i,j)` and the single excitation `(a,j)` is the
element `F_ia` of the Fock operator of the reference. -/
theorem single_excitation_eq_fock (h : Matrix X X ℝ) {v : Matrix X X ℝ} (hv : v.IsSymm)
    {i j a : X → ℝ} (hjj : j ⬝ᵥ j = 1) (hij : i ⬝ᵥ j = 0) (hia : i ⬝ᵥ a = 0)
    (hja : j ⬝ᵥ a = 0) :
    slater i j ⬝ᵥ hamiltonian h v *ᵥ slater a j = i ⬝ᵥ fock h v i j *ᵥ a := by
  have hJ (k : X → ℝ) : i ⬝ᵥ coulomb v k *ᵥ a = eri v i a k k := by
    simp only [dotProduct, coulomb, mulVec_diagonal, eri]
    refine Finset.sum_congr rfl fun x _ => ?_
    rw [Finset.sum_mul, Finset.mul_sum]
    refine Finset.sum_congr rfl fun y _ => ?_
    ring
  have hK (k : X → ℝ) : i ⬝ᵥ exchange v k *ᵥ a = eri v i k k a := by
    simp only [dotProduct, mulVec, exchange, Matrix.of_apply, eri]
    refine Finset.sum_congr rfl fun x _ => ?_
    rw [Finset.mul_sum]
    refine Finset.sum_congr rfl fun y _ => ?_
    ring
  rw [single_excitation h hv hjj hij hia hja]
  simp only [fock, add_mulVec, sub_mulVec, dotProduct_add, dotProduct_sub, hJ, hK]
  -- the self-interaction of orbital i cancels
  rw [eri_swap hv i a i i]
  ring

omit [DecidableEq X] in
/-- Rotating `i` into `a` keeps the determinant normalised when `i`, `j`, `a` are orthonormal. -/
theorem rotated_normalised {i j a : X → ℝ} (hii : i ⬝ᵥ i = 1) (hjj : j ⬝ᵥ j = 1)
    (haa : a ⬝ᵥ a = 1) (hij : i ⬝ᵥ j = 0) (hia : i ⬝ᵥ a = 0) (hja : j ⬝ᵥ a = 0) (θ : ℝ) :
    slater (Real.cos θ • i + Real.sin θ • a) j ⬝ᵥ
      slater (Real.cos θ • i + Real.sin θ • a) j = 1 := by
  have hai : a ⬝ᵥ i = 0 := by rw [dotProduct_comm, hia]
  have haj : a ⬝ᵥ j = 0 := by rw [dotProduct_comm, hja]
  rw [slater_overlap]
  simp only [add_dotProduct, dotProduct_add, smul_dotProduct, dotProduct_smul, smul_eq_mul,
    hii, hjj, haa, hij, hia, hai, haj]
  linear_combination Real.sin_sq_add_cos_sq θ

/-- For symmetric `h`, the slope of the energy as `i` is rotated into `a` is, at zero angle, twice
the Hamiltonian element between the reference and the single excitation. -/
theorem energy_slope {h : Matrix X X ℝ} (hh : h.IsSymm) (v : Matrix X X ℝ) (i j a : X → ℝ) :
    HasDerivAt (fun θ : ℝ => energy h v (Real.cos θ • i + Real.sin θ • a) j)
      (2 * (slater i j ⬝ᵥ hamiltonian h v *ᵥ slater a j)) 0 := by
  have ht (A B : Matrix X X ℝ) : (A ⊗ₖ B)ᵀ = Aᵀ ⊗ₖ Bᵀ := by
    ext
    rfl
  have hH : (hamiltonian h v)ᵀ = hamiltonian h v := by
    simp only [hamiltonian, transpose_add, ht, transpose_one, diagonal_transpose, hh.eq]
  have hsym : slater a j ⬝ᵥ hamiltonian h v *ᵥ slater i j =
      slater i j ⬝ᵥ hamiltonian h v *ᵥ slater a j := by
    rw [dotProduct_mulVec, ← mulVec_transpose, hH, dotProduct_comm]
  -- the determinant is linear in its first orbital
  have hlin (c s : ℝ) : slater (c • i + s • a) j = c • slater i j + s • slater a j := by
    ext z
    simp only [slater, orbitalProduct, Pi.smul_apply, Pi.add_apply, Pi.sub_apply, smul_eq_mul]
    ring
  have key (A M B : ℝ) : HasDerivAt (fun θ : ℝ => Real.cos θ ^ 2 * A
      + Real.cos θ * Real.sin θ * (2 * M) + Real.sin θ ^ 2 * B) (2 * M) 0 := by
    have hc := Real.hasDerivAt_cos 0
    have hs := Real.hasDerivAt_sin 0
    refine ((((hc.fun_pow 2).mul_const A).fun_add
      ((hc.fun_mul hs).mul_const (2 * M))).fun_add ((hs.fun_pow 2).mul_const B)).congr_deriv ?_
    simp
  convert key (energy h v i j) (slater i j ⬝ᵥ hamiltonian h v *ᵥ slater a j)
    (energy h v a j) using 1
  funext θ
  simp only [energy, hlin, mulVec_add, mulVec_smul, add_dotProduct, dotProduct_add,
    smul_dotProduct, dotProduct_smul, smul_eq_mul, hsym]
  ring

/-- Brillouin condition: for symmetric `h` and `v` and mutually orthogonal orbitals with `j`
normalised, the energy is stationary under rotation of `i` into `a` exactly when `F_ia = 0`. -/
theorem brillouin_condition {h v : Matrix X X ℝ} (hh : h.IsSymm) (hv : v.IsSymm)
    {i j a : X → ℝ} (hjj : j ⬝ᵥ j = 1) (hij : i ⬝ᵥ j = 0) (hia : i ⬝ᵥ a = 0)
    (hja : j ⬝ᵥ a = 0) :
    HasDerivAt (fun θ : ℝ => energy h v (Real.cos θ • i + Real.sin θ • a) j) 0 0 ↔
      i ⬝ᵥ fock h v i j *ᵥ a = 0 := by
  have hE := energy_slope hh v i j a
  rw [single_excitation_eq_fock h hv hjj hij hia hja] at hE
  constructor
  · intro h0
    have h2 := hE.unique h0
    linarith
  · intro hF
    rw [hF, mul_zero] at hE
    exact hE

end

end BrillouinCondition
```

```lean
#print axioms BrillouinCondition.rotated_normalised
#print axioms BrillouinCondition.brillouin_condition
```

```
'BrillouinCondition.rotated_normalised' depends on axioms: [propext, Classical.choice, Quot.sound]
'BrillouinCondition.brillouin_condition' depends on axioms: [propext, Classical.choice, Quot.sound]
```

## How the lemmas fit together

`product_element` is the product formula: `hk` lets each Kronecker factor act on its own electron, and `hd` evaluates the interaction. `slater_element` antisymmetrises it, using `eri_swap` to pair the integrals, and `single_excitation` inserts the overlaps.

In `single_excitation_eq_fock`, `hJ` and `hK` turn the Coulomb and exchange elements into integrals; a last `eri_swap` cancels the self-interaction.

For the rotation, `rotated_normalised` computes the norm from `slater_overlap`. In `energy_slope`, `hlin` expands the determinant, `hsym` merges the two cross terms, and `key` differentiates the resulting trigonometric expression. `brillouin_condition` then uses uniqueness of the derivative: if the slope is both $2F_{ia}$ and $0$, then $F_{ia}=0$. The converse is substitution.
